# Closed-form exponential of a matrix with K³ = −θ²K, and the Rodrigues formula

## Definitions and conventions

K is a real square matrix acting on column vectors (`*ᵥ`), and exp is `NormedSpace.exp`, the series Σₙ Kⁿ/n!, converging entry by entry. The dot product `⬝ᵥ` is Euclidean, so orbital coefficient vectors refer to an orthonormal basis, without an overlap matrix. `pairGenerator a b` is b aᵀ − a bᵀ. For 3 by 3 matrices `rotationAngle K` is √(K₀₁² + K₀₂² + K₁₂²), with indices from 0, and `hat ω` has the sign for which hat(ω)v = ω × v. The theorems give the closed form and its action on vectors; that exp(K) is a proper rotation for antisymmetric 3 by 3 K, orthogonal with determinant 1, is not proved here.

## The identity

If K³ = −θ²K and θ ≠ 0, then for every real t

exp(tK) = 1 + (sin tθ / θ) K + ((1 − cos tθ)/θ²) K².

`exp_smul_of_cube` states this in any Hausdorff real topological algebra, so no matrix norm is chosen, and `exp_of_cube` is t = 1 for real matrices of any finite size. `rodrigues_antisymm` says that a nonzero antisymmetric 3 by 3 matrix has θ = `rotationAngle K` > 0 and obeys the formula. For n·n = 1 and any θ, `rodrigues_vector` gives

exp(θ hat n) v = cos θ v + sin θ (n × v) + (1 − cos θ)(n·v) n.

For orthonormal a, b in any finite dimension and K = b aᵀ − a bᵀ, `exp_pairGenerator_mulVec` gives

exp(tK) a = cos t a + sin t b,  exp(tK) b = cos t b − sin t a.

## Where a code relies on it

An SCF or localisation code that parametrises real orbital rotations as exp(K) can use the closed form when K mixes a single pair of orbitals, and a rigid-body or geometry code can use it to turn an axis and angle into a 3 by 3 matrix. A generator that mixes many pairs need not qualify: a 4 by 4 matrix of two antisymmetric blocks with nonzero angles and θ₁² ≠ θ₂² would require θ² to equal both.

## Derivation

Multiplying K^(2k+1) = (−θ²)ᵏ K by K² gives (−θ²)ᵏ K³ = (−θ²)^(k+1) K, so by induction, and after one more factor of K,

K^(2k+1) = (−θ²)ᵏ K,  K^(2k+2) = (−θ²)ᵏ K².

The odd terms of the series for exp(tK) are

t^(2k+1) (−θ²)ᵏ K/(2k+1)! = (1/θ) (−1)ᵏ (tθ)^(2k+1)/(2k+1)! · K,

which sum to (sin tθ/θ) K. With P = −K²/θ², the even terms with k ≥ 1 are

t^(2k) (−θ²)^(k−1) K²/(2k)! = (−1)ᵏ (tθ)^(2k)/(2k)! · P.

The k = 0 term is 1 = P + (1 − P), so the even terms sum to cos(tθ) P + 1 − P = 1 + ((1 − cos tθ)/θ²) K².

For the pair generator put α = a·a, β = b·b, γ = a·b and use (u vᵀ)(w xᵀ) = (v·w) u xᵀ:

K² = γ b aᵀ − α b bᵀ − β a aᵀ + γ a bᵀ.

Then K² b aᵀ = (γ² − αβ) b aᵀ and K² a bᵀ = (γ² − αβ) a bᵀ, so K³ = −(αβ − γ²) K. Orthonormal a, b give θ = 1, Ka = b, Kb = −a, K²a = −a and K²b = −b, hence exp(tK)a = a + sin t b − (1 − cos t) a, and likewise for b.

An antisymmetric 3 by 3 matrix is hat(ω) with ω = (−K₁₂, K₀₂, −K₀₁) and ω·ω = θ². The double cross product gives K²v = (ω·v) ω − θ² v, and Kω = ω × ω = 0, so K³ = −θ²K. If θ = 0 the three independent entries vanish and K = 0. For a unit axis n, the formula with generator hat n (angle 1) and t = θ gives v + sin θ (n × v) + (1 − cos θ)((n·v) n − v).

```lean
import Mathlib

open scoped Matrix

namespace RodriguesExponential

noncomputable section

/-- If `K³ = -θ² K`, every odd power of `K` is a multiple of `K`:
`K^(2k+1) = (-θ²)^k K`. -/
theorem odd_pow_of_cube {A : Type*} [Ring A] [Algebra ℝ A] (K : A) (θ : ℝ)
    (hK : K ^ 3 = (-(θ ^ 2)) • K) (k : ℕ) :
    K ^ (2 * k + 1) = (-(θ ^ 2)) ^ k • K := by
  have h3 : K * K ^ 2 = (-(θ ^ 2)) • K := (pow_succ' K 2).symm.trans hK
  induction k with
  | zero => simp
  | succ k ih =>
    rw [show 2 * (k + 1) + 1 = (2 * k + 1) + 2 by ring, pow_add K (2 * k + 1) 2, ih,
      smul_mul_assoc, h3, smul_smul, pow_succ (-(θ ^ 2)) k]

/-- If `K³ = -θ² K`, every positive even power of `K` is a multiple of `K²`:
`K^(2k+2) = (-θ²)^k K²`. -/
theorem even_pow_of_cube {A : Type*} [Ring A] [Algebra ℝ A] (K : A) (θ : ℝ)
    (hK : K ^ 3 = (-(θ ^ 2)) • K) (k : ℕ) :
    K ^ (2 * k + 2) = (-(θ ^ 2)) ^ k • K ^ 2 := by
  calc K ^ (2 * k + 2) = K ^ (2 * k + 1) * K := pow_succ K (2 * k + 1)
    _ = (-(θ ^ 2)) ^ k • K ^ 2 := by
      rw [odd_pow_of_cube K θ hK k, smul_mul_assoc, pow_two K]

/-- In a Hausdorff real topological algebra, if `K³ = -θ² K` with `θ ≠ 0` then for every real
`t`, `exp(tK) = 1 + (sin tθ / θ) K + ((1 - cos tθ) / θ²) K²`. -/
theorem exp_smul_of_cube {A : Type*} [Ring A] [Algebra ℝ A] [TopologicalSpace A]
    [IsTopologicalRing A] [ContinuousSMul ℝ A] [T2Space A] (K : A) (θ : ℝ) (hθ : θ ≠ 0)
    (hK : K ^ 3 = (-(θ ^ 2)) • K) (t : ℝ) :
    NormedSpace.exp (t • K) =
      1 + (Real.sin (t * θ) / θ) • K + ((1 - Real.cos (t * θ)) / θ ^ 2) • K ^ 2 := by
  -- `f n` is the n-th term of the exponential series, and `P = -K²/θ²`
  obtain ⟨f, hf⟩ : ∃ f : ℕ → A, ∀ n : ℕ, f n = (n.factorial : ℝ)⁻¹ • (t • K) ^ n :=
    ⟨_, fun _ => rfl⟩
  obtain ⟨P, hP⟩ : ∃ P : A, P = (-(θ ^ 2))⁻¹ • K ^ 2 := ⟨_, rfl⟩
  have hne : -(θ ^ 2) ≠ 0 := neg_ne_zero.mpr (pow_ne_zero 2 hθ)
  have hexp : NormedSpace.exp (t • K) = ∑' n, f n := by
    rw [NormedSpace.exp_eq_tsum (𝕂 := ℝ)]
    exact tsum_congr fun n => (hf n).symm
  -- odd terms reproduce the sine series
  have hoddTerm : ∀ k : ℕ, f (2 * k + 1) =
      ((-1) ^ k * (t * θ) ^ (2 * k + 1) / ((2 * k + 1).factorial : ℝ) / θ) • K := by
    intro k
    rw [hf, smul_pow, odd_pow_of_cube K θ hK k, smul_smul, smul_smul]
    congr 1
    rw [neg_pow (θ ^ 2) k, eq_div_iff hθ]
    ring
  have hodd : HasSum (fun k : ℕ => f (2 * k + 1)) ((Real.sin (t * θ) / θ) • K) := by
    rw [funext hoddTerm]
    exact ((Real.hasSum_sin (t * θ)).div_const θ).smul_const K
  -- even terms reproduce the cosine series, up to the zeroth term
  have hevenTerm : ∀ k : ℕ, f (2 * k) =
      ((-1) ^ k * (t * θ) ^ (2 * k) / ((2 * k).factorial : ℝ)) • P +
        (if k = 0 then 1 - P else 0) := by
    intro k
    cases k with
    | zero => simp [hf]
    | succ k =>
      have hk : K ^ (2 * (k + 1)) = (-(θ ^ 2)) ^ k • K ^ 2 := by
        rw [show 2 * (k + 1) = 2 * k + 2 by ring]
        exact even_pow_of_cube K θ hK k
      rw [if_neg (show ¬ (k + 1 = 0) by omega), add_zero, hf, smul_pow, hk, hP]
      simp only [smul_smul]
      congr 1
      rw [eq_mul_inv_iff_mul_eq₀ hne, neg_pow (θ ^ 2) k]
      ring
  have heven : HasSum (fun k : ℕ => f (2 * k)) (Real.cos (t * θ) • P + (1 - P)) := by
    rw [funext hevenTerm]
    exact ((Real.hasSum_cos (t * θ)).smul_const P).add (hasSum_ite_eq 0 (1 - P))
  rw [hexp, (HasSum.even_add_odd (f := f) heven hodd).tsum_eq, hP]
  module

/-- For a real square matrix with `K³ = -θ² K` and `θ ≠ 0`,
`exp K = 1 + (sin θ / θ) K + ((1 - cos θ) / θ²) K²`. -/
theorem exp_of_cube {n : Type*} [Fintype n] [DecidableEq n] (K : Matrix n n ℝ) (θ : ℝ)
    (hθ : θ ≠ 0) (hK : K ^ 3 = (-(θ ^ 2)) • K) :
    NormedSpace.exp K = 1 + (Real.sin θ / θ) • K + ((1 - Real.cos θ) / θ ^ 2) • K ^ 2 := by
  have h := exp_smul_of_cube K θ hθ hK 1
  simpa only [one_smul, one_mul] using h

/-- An explicit real 3 by 3 generator with integer entries. -/
def sampleGenerator : Matrix (Fin 3) (Fin 3) ℝ := !![0, -2, 2; 2, 0, -1; -2, 1, 0]

/-- The sample generator is antisymmetric, nonzero, and satisfies `K³ = -θ² K` with `θ = 3`. -/
theorem cube_witness :
    sampleGeneratorᵀ = -sampleGenerator ∧ sampleGenerator ≠ 0 ∧
      sampleGenerator ^ 3 = (-((3 : ℝ) ^ 2)) • sampleGenerator := by
  refine ⟨?_, ?_, ?_⟩
  · ext i j
    fin_cases i <;> fin_cases j <;> simp [sampleGenerator]
  · intro h
    have h01 := congrFun (congrFun h 0) 1
    simp [sampleGenerator] at h01
  · rw [pow_three']
    ext i j
    simp only [Matrix.mul_apply, Fin.sum_univ_three, Matrix.smul_apply, smul_eq_mul]
    fin_cases i <;> fin_cases j <;> simp [sampleGenerator] <;> norm_num

/-- The generator `b aᵀ - a bᵀ` built from two orbital coefficient vectors `a` and `b`. -/
def pairGenerator {n : Type*} (a b : n → ℝ) : Matrix n n ℝ :=
  Matrix.vecMulVec b a - Matrix.vecMulVec a b

/-- In any dimension the two-orbital generator satisfies
`K³ = -((a·a)(b·b) - (a·b)²) K`. -/
theorem pairGenerator_cube {n : Type*} [Fintype n] [DecidableEq n] (a b : n → ℝ) :
    pairGenerator a b ^ 3 =
      (-((a ⬝ᵥ a) * (b ⬝ᵥ b) - (a ⬝ᵥ b) ^ 2)) • pairGenerator a b := by
  -- product of two dyads: `(u vᵀ)(w xᵀ) = (v·w) u xᵀ`
  have hm : ∀ u v w x : n → ℝ, Matrix.vecMulVec u v * Matrix.vecMulVec w x =
      (v ⬝ᵥ w) • Matrix.vecMulVec u x := by
    intro u v w x
    ext i j
    simp only [Matrix.mul_apply, Matrix.vecMulVec_apply, Matrix.smul_apply, dotProduct,
      smul_eq_mul, Finset.sum_mul]
    exact Finset.sum_congr rfl fun k _ => by ring
  simp only [pairGenerator, pow_three', sub_mul, mul_sub, hm, smul_mul_assoc,
    dotProduct_comm b a]
  module

/-- For orthonormal orbitals `a`, `b` and `K = b aᵀ - a bᵀ`, the matrix `exp(tK)` sends `a` to
`cos t a + sin t b` and `b` to `cos t b - sin t a`. -/
theorem exp_pairGenerator_mulVec {n : Type*} [Fintype n] [DecidableEq n] (a b : n → ℝ)
    (ha : a ⬝ᵥ a = 1) (hb : b ⬝ᵥ b = 1) (hab : a ⬝ᵥ b = 0) (t : ℝ) :
    NormedSpace.exp (t • pairGenerator a b) *ᵥ a = Real.cos t • a + Real.sin t • b ∧
      NormedSpace.exp (t • pairGenerator a b) *ᵥ b = Real.cos t • b - Real.sin t • a := by
  have hba : b ⬝ᵥ a = 0 := (dotProduct_comm b a).trans hab
  have hv : ∀ u v w : n → ℝ, Matrix.vecMulVec u v *ᵥ w = (v ⬝ᵥ w) • u := by
    intro u v w
    ext i
    simp only [Matrix.mulVec, dotProduct, Matrix.vecMulVec_apply, Pi.smul_apply, smul_eq_mul,
      Finset.sum_mul]
    exact Finset.sum_congr rfl fun k _ => by ring
  -- `K a = b` and `K b = -a`
  have hKa : pairGenerator a b *ᵥ a = b := by
    simp only [pairGenerator, Matrix.sub_mulVec, hv, ha, hba, one_smul, zero_smul, sub_zero]
  have hKb : pairGenerator a b *ᵥ b = -a := by
    simp only [pairGenerator, Matrix.sub_mulVec, hv, hb, hab, one_smul, zero_smul, zero_sub]
  have hK2a : (pairGenerator a b ^ 2) *ᵥ a = -a := by
    rw [pow_two, ← Matrix.mulVec_mulVec, hKa, hKb]
  have hK2b : (pairGenerator a b ^ 2) *ᵥ b = -b := by
    rw [pow_two, ← Matrix.mulVec_mulVec, hKb, Matrix.mulVec_neg, hKa]
  have hcube : pairGenerator a b ^ 3 = (-((1 : ℝ) ^ 2)) • pairGenerator a b := by
    rw [pairGenerator_cube, ha, hb, hab]
    norm_num
  rw [exp_smul_of_cube (pairGenerator a b) 1 one_ne_zero hcube t]
  constructor
  · rw [Matrix.add_mulVec, Matrix.add_mulVec, Matrix.one_mulVec, Matrix.smul_mulVec,
      Matrix.smul_mulVec, hKa, hK2a]
    simp only [mul_one]
    module
  · rw [Matrix.add_mulVec, Matrix.add_mulVec, Matrix.one_mulVec, Matrix.smul_mulVec,
      Matrix.smul_mulVec, hKb, hK2b]
    simp only [mul_one]
    module

/-- The angle `θ = √(K₀₁² + K₀₂² + K₁₂²)` formed from the entries above the diagonal of a
3 by 3 generator. -/
def rotationAngle (K : Matrix (Fin 3) (Fin 3) ℝ) : ℝ :=
  Real.sqrt (K 0 1 ^ 2 + K 0 2 ^ 2 + K 1 2 ^ 2)

/-- Every real antisymmetric 3 by 3 matrix satisfies `K³ = -θ² K` with `θ` its rotation
angle. -/
theorem antisymm_cube (K : Matrix (Fin 3) (Fin 3) ℝ) (hK : Kᵀ = -K) :
    K ^ 3 = (-(rotationAngle K ^ 2)) • K := by
  have h : ∀ i j, K j i = -K i j := fun i j => by
    have hij := congrFun (congrFun hK i) j
    rwa [Matrix.transpose_apply, Matrix.neg_apply] at hij
  have h00 : K 0 0 = 0 := by linarith [h 0 0]
  have h11 : K 1 1 = 0 := by linarith [h 1 1]
  have h22 : K 2 2 = 0 := by linarith [h 2 2]
  have h10 : K 1 0 = -K 0 1 := h 0 1
  have h20 : K 2 0 = -K 0 2 := h 0 2
  have h21 : K 2 1 = -K 1 2 := h 1 2
  have hsq : rotationAngle K ^ 2 = K 0 1 ^ 2 + K 0 2 ^ 2 + K 1 2 ^ 2 := by
    unfold rotationAngle
    exact Real.sq_sqrt (by positivity)
  have key : ∀ i : Fin 3, i = 0 ∨ i = 1 ∨ i = 2 := by decide
  rw [hsq, pow_three']
  ext i j
  simp only [Matrix.mul_apply, Fin.sum_univ_three, Matrix.smul_apply, smul_eq_mul]
  -- nine polynomial identities in the three independent entries
  rcases key i with rfl | rfl | rfl <;> rcases key j with rfl | rfl | rfl <;>
    simp only [h00, h11, h22, h10, h20, h21] <;> ring

/-- A nonzero real antisymmetric 3 by 3 matrix has a strictly positive rotation angle. -/
theorem rotationAngle_pos (K : Matrix (Fin 3) (Fin 3) ℝ) (hK : Kᵀ = -K) (hne : K ≠ 0) :
    0 < rotationAngle K := by
  have h : ∀ i j, K j i = -K i j := fun i j => by
    have hij := congrFun (congrFun hK i) j
    rwa [Matrix.transpose_apply, Matrix.neg_apply] at hij
  unfold rotationAngle
  rw [Real.sqrt_pos]
  by_contra hlt
  have hle := not_lt.mp hlt
  have p1 := sq_nonneg (K 0 1)
  have p2 := sq_nonneg (K 0 2)
  have p3 := sq_nonneg (K 1 2)
  have s1 : K 0 1 ^ 2 = 0 := by linarith
  have s2 : K 0 2 ^ 2 = 0 := by linarith
  have s3 : K 1 2 ^ 2 = 0 := by linarith
  have h01 : K 0 1 = 0 := (pow_eq_zero_iff two_ne_zero).mp s1
  have h02 : K 0 2 = 0 := (pow_eq_zero_iff two_ne_zero).mp s2
  have h12 : K 1 2 = 0 := (pow_eq_zero_iff two_ne_zero).mp s3
  have key : ∀ i : Fin 3, i = 0 ∨ i = 1 ∨ i = 2 := by decide
  apply hne
  ext i j
  rw [Matrix.zero_apply]
  rcases key i with rfl | rfl | rfl <;> rcases key j with rfl | rfl | rfl <;>
    linarith [h 0 0, h 1 1, h 2 2, h 0 1, h 0 2, h 1 2]

/-- Rodrigues formula: for a nonzero real antisymmetric 3 by 3 matrix the rotation angle `θ` is
positive and `exp K = 1 + (sin θ / θ) K + ((1 - cos θ) / θ²) K²`. -/
theorem rodrigues_antisymm (K : Matrix (Fin 3) (Fin 3) ℝ) (hK : Kᵀ = -K) (hne : K ≠ 0) :
    0 < rotationAngle K ∧
      NormedSpace.exp K =
        1 + (Real.sin (rotationAngle K) / rotationAngle K) • K +
          ((1 - Real.cos (rotationAngle K)) / rotationAngle K ^ 2) • K ^ 2 :=
  ⟨rotationAngle_pos K hK hne,
    exp_of_cube K (rotationAngle K) (rotationAngle_pos K hK hne).ne' (antisymm_cube K hK)⟩

/-- The 3 by 3 generator attached to an axial vector `ω`. -/
def hat (ω : Fin 3 → ℝ) : Matrix (Fin 3) (Fin 3) ℝ :=
  !![0, -ω 2, ω 1; ω 2, 0, -ω 0; -ω 1, ω 0, 0]

/-- The generator of `ω` acts on a vector as the cross product with `ω`. -/
theorem hat_mulVec (ω v : Fin 3 → ℝ) : hat ω *ᵥ v = crossProduct ω v := by
  ext i
  fin_cases i <;>
    simp [hat, cross_apply, Matrix.mulVec, dotProduct, Fin.sum_univ_three] <;> ring

/-- Vector form of the Rodrigues formula: for a unit axis `n` and any angle `θ`,
`exp(θ hat n) v = cos θ v + sin θ (n × v) + (1 - cos θ)(n·v) n`. -/
theorem rodrigues_vector (n v : Fin 3 → ℝ) (hn : n ⬝ᵥ n = 1) (θ : ℝ) :
    NormedSpace.exp (θ • hat n) *ᵥ v =
      Real.cos θ • v + Real.sin θ • crossProduct n v + ((1 - Real.cos θ) * (n ⬝ᵥ v)) • n := by
  have hn' : n 0 * n 0 + n 1 * n 1 + n 2 * n 2 = 1 := by
    simpa only [dotProduct, Fin.sum_univ_three] using hn
  have hanti : (hat n)ᵀ = -hat n := by
    ext i j
    fin_cases i <;> fin_cases j <;> simp [hat]
  have hang : rotationAngle (hat n) = 1 := by
    have e : hat n 0 1 ^ 2 + hat n 0 2 ^ 2 + hat n 1 2 ^ 2 = 1 := by
      have e1 : hat n 0 1 = -n 2 := by simp [hat]
      have e2 : hat n 0 2 = n 1 := by simp [hat]
      have e3 : hat n 1 2 = -n 0 := by simp [hat]
      rw [e1, e2, e3]
      linear_combination hn'
    unfold rotationAngle
    rw [e, Real.sqrt_one]
  have hcube := antisymm_cube (hat n) hanti
  rw [hang] at hcube
  -- double cross product: `n × (n × v) = (n·v) n - (n·n) v`
  have hdouble : crossProduct n (crossProduct n v) = (n ⬝ᵥ v) • n - (n ⬝ᵥ n) • v := by
    ext i
    fin_cases i <;> simp [cross_apply, dotProduct, Fin.sum_univ_three] <;> ring
  have hK2 : (hat n ^ 2) *ᵥ v = (n ⬝ᵥ v) • n - v := by
    rw [pow_two, ← Matrix.mulVec_mulVec, hat_mulVec, hat_mulVec, hdouble, hn, one_smul ℝ v]
  rw [exp_smul_of_cube (hat n) 1 one_ne_zero hcube θ, Matrix.add_mulVec, Matrix.add_mulVec,
    Matrix.one_mulVec, Matrix.smul_mulVec, Matrix.smul_mulVec, hK2, hat_mulVec]
  simp only [mul_one]
  module

end

end RodriguesExponential
```

```lean
#print axioms RodriguesExponential.exp_pairGenerator_mulVec
#print axioms RodriguesExponential.rodrigues_antisymm
#print axioms RodriguesExponential.rodrigues_vector
```

```
'RodriguesExponential.exp_pairGenerator_mulVec' depends on axioms: [propext, Classical.choice, Quot.sound]
'RodriguesExponential.rodrigues_antisymm' depends on axioms: [propext, Classical.choice, Quot.sound]
'RodriguesExponential.rodrigues_vector' depends on axioms: [propext, Classical.choice, Quot.sound]
```

## What the proof does and doesn't guarantee

`odd_pow_of_cube` and `even_pow_of_cube` are the two power rules. In `exp_smul_of_cube`, `hoddTerm` and `hevenTerm` are the term identities above, `Real.hasSum_sin` and `Real.hasSum_cos` sum them, and `HasSum.even_add_odd` joins the two halves, so convergence of the series is derived and not assumed. `pairGenerator_cube` expands with the dyad rule `hm` and holds for arbitrary a and b. `antisymm_cube` departs from the hand argument: it eliminates the dependent entries and checks nine polynomial identities by `ring`. `rotationAngle_pos` shows that a vanishing sum of squares forces K = 0. `rodrigues_vector` combines `hat_mulVec` with the double cross product `hdouble`. `cube_witness` shows that `sampleGenerator` is antisymmetric, nonzero and obeys the cubic relation with θ = 3, which makes it a usable unit test.

The condition θ ≠ 0 is needed. The matrix with rows (0, 1) and (0, 0) has K³ = 0 and exp(K) = 1 + K, while Lean's x/0 = 0 would reduce the right side to 1.

The statements concern exact arithmetic. `exp_smul_of_cube` also covers complex matrices that obey the cubic relation with a real θ ≠ 0, but the pair and 3 by 3 theorems are for real matrices only. The following points go beyond the file and have no theorem in it: exp(K) is orthogonal when K is antisymmetric, the pair rotation fixes vectors orthogonal to a and b, the coefficients of K and K² in `exp_of_cube` tend to 1 and 1/2 as θ → 0, and 1 − cos θ loses digits to cancellation at small θ, which 2 sin²(θ/2) avoids.
